# A transition pressure moves by at most 2d/v under enthalpy errors bounded by d, if the volume drop is at least v at every pressure

At zero temperature a computed transition pressure is the crossing point of two computed enthalpy curves, and a small error in the curves does not by itself make the error in the crossing small. Let phases A and B have enthalpies H_A(P) and H_B(P) at pressure P, and let G = H_B − H_A be their difference. If the curves are nearly parallel, say G(P) = −εP with a small ε > 0, then raising H_B by an amount d > 0 and lowering H_A by d moves the crossing from 0 to 2d/ε, which has no bound as ε shrinks. If G decreases but flattens out, as G(P) = exp(−P) − d does in dimensionless units, the same two shifts produce exp(−P) + d, which is positive everywhere, and the crossing is gone. The first example reappears, for linear enthalpies and with v = ε, as the last theorem below; the second, and one further on about discontinuous errors, are illustrations that no theorem states.

A uniform bound on the slope, with a constant v fixed in advance, caps the shift in the first example, where it requires ε ≥ v, and excludes the second. If G′(P) ≤ −v at every real P for a fixed v > 0, there is exactly one crossing P₀, and continuous errors of size at most d in each enthalpy leave at least one crossing, all of them within 2d/v of P₀. In electronic-structure work this converts a bound on the error of zero-temperature enthalpies into a bound on the error of the transition pressure, for two phases only and provided that the volume drop v and the error bound d hold uniformly in pressure. The usual equations of state meet the condition on the volume drop at most on a limited range of pressures, a case taken up after the main theorem.

## Enthalpies, crossings and the volume drop

```lean
import Mathlib

open Set

namespace TransitionPressureStability
```

The first line loads Mathlib, which supplies the real numbers `ℝ`, derivatives, and the mean and intermediate value theorems. The namespace groups the names that follow.

```lean
/-- Enthalpy difference `G(P) = H_B(P) - H_A(P)` of phases `A` and `B` at pressure `P`. -/
def enthalpyGap (HA HB : ℝ → ℝ) (P : ℝ) : ℝ := HB P - HA P
```

A `def` introduces a name. The type `ℝ → ℝ` is that of real functions of a real variable, so `HA` and `HB` are H_A and H_B as functions of pressure. Lean writes function application without brackets: `HB P` is H_B(P). The definition reads

G(P) = H_B(P) − H_A(P),

which fixes the sign convention: G > 0 means that A has the lower enthalpy, and G < 0 that B has. The letter G stands for this difference throughout and not for a Gibbs energy. Pressure runs over the whole real line, negative values included, so each phase is idealised as existing, at least as a metastable branch, at every pressure. Units are not tracked, and both enthalpies are understood per the same amount of matter, for example per formula unit.

```lean
/-- `P` is a transition pressure: the two phases have equal enthalpy there. -/
def IsTransition (HA HB : ℝ → ℝ) (P : ℝ) : Prop := HA P = HB P
```

The type `Prop` is that of statements. `IsTransition HA HB P` is the statement H_A(P) = H_B(P), equivalently G(P) = 0. This is the equilibrium condition at zero temperature, where the enthalpy is the potential minimised at fixed pressure. Kinetics, hysteresis and competition from a third phase are not described.

```lean
/-- The enthalpy difference is differentiable and its pressure derivative is at most `-v`
at every pressure. -/
def HasVolumeCollapse (HA HB : ℝ → ℝ) (v : ℝ) : Prop :=
  Differentiable ℝ (enthalpyGap HA HB) ∧ ∀ P, deriv (enthalpyGap HA HB) P ≤ -v
```

The symbol `∧` is "and", `∀` is "for all", and `deriv f P` is the derivative of a function f at P. The statement says that G is differentiable and

G′(P) ≤ −v for all real P.

At zero temperature dH/dP is the volume, so with phase volumes V_A and V_B one has G′ = V_B − V_A, and the condition says that B is smaller than A by at least v at every pressure. The constant v is thus a lower bound on the volume collapse. It is assumed and not derived from an equation of state, and it is a strong idealisation. Since V_B is positive, the condition keeps V_A above v at every pressure, whereas in the usual equations of state, such as Murnaghan's, the volume tends to zero as the pressure grows. For such phases the condition can hold only on a limited range of pressures. No volume function occurs in the definition, and only the difference G has to be differentiable, not H_A and H_B separately. Lean's `deriv` returns 0 where no derivative exists. For v > 0 the second clause therefore already forces differentiability, since 0 ≤ −v fails, and the first clause states it in a form the proofs use directly. For v ≤ 0, which the first theorem below allows, the first clause is what makes the second a statement about true slopes.

```lean
/-- The enthalpy `H` shifted by a pressure-dependent error `δ`. -/
def perturbed (H δ : ℝ → ℝ) (P : ℝ) : ℝ := H P + δ P
```

The perturbed enthalpy is H(P) + δ(P), where δ is an error that may depend on pressure, such as the residual error from a finite basis set or finite sampling of the Brillouin zone. With errors δ_A and δ_B on the two phases, the perturbed difference is G + δ_B − δ_A.

## From the slope to a distance

```lean
variable {HA HB δA δB : ℝ → ℝ} {v d : ℝ}

/-- Raising the pressure from `P` to `Q` lowers the enthalpy difference by at least
`v (Q - P)`. -/
theorem gap_drop (h : HasVolumeCollapse HA HB v) {P Q : ℝ} (hPQ : P ≤ Q) :
    enthalpyGap HA HB Q - enthalpyGap HA HB P ≤ -v * (Q - P) :=
  image_sub_le_mul_sub_of_deriv_le h.1 h.2 hPQ
```

The `variable` line declares the functions H_A, H_B, δ_A, δ_B and the numbers v, d for the theorems below; curly brackets mean that Lean infers them from context. In a `theorem`, the hypotheses stand before the final colon, each with a name, the claim follows it, and the proof comes after `:=`. Here `h` is the volume-collapse condition, `hPQ` says P ≤ Q for two pressures P and Q, and the claim is

G(Q) − G(P) ≤ −v(Q − P).

By hand: for P < Q the mean value theorem gives a pressure ξ between them with G(Q) − G(P) = G′(ξ)(Q − P), and G′(ξ) ≤ −v with Q − P > 0 gives the inequality. For P = Q both sides vanish. Mathlib's `image_sub_le_mul_sub_of_deriv_le` is this statement, applied to the two halves `h.1` and `h.2` of the hypothesis. The sign of v plays no part yet.

```lean
/-- Any pressure `P` lies within `|G(P)| / v` of a transition pressure `P₀`. -/
theorem residual_bound (hv : 0 < v) (h : HasVolumeCollapse HA HB v) {P₀ : ℝ}
    (h₀ : IsTransition HA HB P₀) (P : ℝ) :
    |P - P₀| ≤ |enthalpyGap HA HB P| / v := by
  have hG : enthalpyGap HA HB P₀ = 0 := sub_eq_zero.mpr (Eq.symm h₀)
  rw [le_div_iff₀ hv]
  rcases le_total P P₀ with hP | hP
  · have h1 := gap_drop h hP
    have h2 := le_abs_self (enthalpyGap HA HB P)
    rw [abs_of_nonpos (sub_nonpos.mpr hP)]
    linarith
  · have h1 := gap_drop h hP
    have h2 := neg_le_abs (enthalpyGap HA HB P)
    rw [abs_of_nonneg (sub_nonneg.mpr hP)]
    linarith
```

Now `hv` requires v > 0 and `h₀` says that P₀ is a transition pressure. For any pressure P,

|P − P₀| ≤ |G(P)| / v.

The residual enthalpy difference at a trial pressure, divided by v, bounds the distance to the crossing. By hand there are two cases, both using G(P₀) = 0. If P ≤ P₀, the previous theorem gives 0 − G(P) ≤ −v(P₀ − P), so

v(P₀ − P) ≤ G(P) ≤ |G(P)|.

If P₀ ≤ P, it gives G(P) − 0 ≤ −v(P − P₀), so

v(P − P₀) ≤ −G(P) ≤ |G(P)|.

Dividing by v > 0 finishes both. In Lean, `by` opens a sequence of tactics, and `have` records an intermediate statement, here `hG` for G(P₀) = 0. The rewrite with `le_div_iff₀ hv` multiplies the claim through by v, and `rcases le_total P P₀` makes the case split. In each branch `h1` is the slope inequality, `h2` compares ±G(P) with |G(P)|, and the rewrite removes the absolute value from P − P₀. The tactic `linarith` then adds the inequalities, treating a product such as vP as one unknown.

## Existence and uniqueness of the crossing

```lean
/-- A continuous function of pressure that stays within `e` of the enthalpy difference
vanishes at some pressure. -/
theorem exists_zero_of_close (hv : 0 < v) (h : HasVolumeCollapse HA HB v) {F : ℝ → ℝ}
    {e : ℝ} (hF : Continuous F) (he : ∀ P, |F P - enthalpyGap HA HB P| ≤ e) :
    ∃ P, F P = 0 := by
  have he0 : 0 ≤ e := (abs_nonneg _).trans (he 0)
  obtain ⟨R, hR, hvR⟩ : ∃ R : ℝ, 0 ≤ R ∧ v * R = |enthalpyGap HA HB 0| + e :=
    ⟨(|enthalpyGap HA HB 0| + e) / v, by positivity, mul_div_cancel₀ _ hv.ne'⟩
  -- at pressure `R` the gap is at most `-e`, at `-R` it is at least `e`
  have hhi : F R ≤ 0 := by
    have h1 := gap_drop h hR
    have h2 := le_abs_self (enthalpyGap HA HB 0)
    have h3 := (abs_le.mp (he R)).2
    linarith
  have hlo : 0 ≤ F (-R) := by
    have h1 := gap_drop h (neg_nonpos.mpr hR)
    have h2 := neg_le_abs (enthalpyGap HA HB 0)
    have h3 := (abs_le.mp (he (-R))).1
    linarith
  -- intermediate value theorem
  exact intermediate_value_univ R (-R) hF ⟨hhi, hlo⟩
```

The symbol `∃` is "there exists". Let F be a continuous function and e a number with |F(P) − G(P)| ≤ e at every P. Then F(P) = 0 for some P. By hand, e ≥ 0 because it bounds an absolute value. Set

R = (|G(0)| + e) / v ≥ 0, so that vR = |G(0)| + e.

The slope inequality between 0 and R gives

G(R) ≤ G(0) − vR ≤ |G(0)| − |G(0)| − e = −e,

hence F(R) ≤ G(R) + e ≤ 0. Between −R and 0 it gives

G(−R) ≥ G(0) + vR ≥ −|G(0)| + |G(0)| + e = e,

hence F(−R) ≥ G(−R) − e ≥ 0. A continuous function that is non-negative at −R and non-positive at R takes the value 0. If G(0) = 0 and e = 0, then R = 0 and the two inequalities give F(0) = 0 directly.

The `obtain` line produces R with the two properties that are used, `hR` for R ≥ 0 and `hvR` for the value of vR. The statements `hhi` and `hlo` are the two sign conditions, each closed by `linarith` from the three inequalities listed in its proof together with `hvR`, and `intermediate_value_univ` places 0, which lies between F(R) and F(−R), among the values of F. The argument evaluates G at ±R, which uses the hypothesis at negative pressures and at pressures that may be large.

```lean
/-- There is exactly one transition pressure. -/
theorem existsUnique_transition (hv : 0 < v) (h : HasVolumeCollapse HA HB v) :
    ∃! P₀, IsTransition HA HB P₀ := by
  obtain ⟨P₀, hP₀⟩ := exists_zero_of_close hv h (e := 0) h.1.continuous (fun P => by simp)
  have h₀ : IsTransition HA HB P₀ := (sub_eq_zero.mp hP₀).symm
  refine ⟨P₀, h₀, fun Q hQ => ?_⟩
  have hGQ : enthalpyGap HA HB Q = 0 := sub_eq_zero.mpr (Eq.symm hQ)
  have hb := residual_bound hv h h₀ Q
  rw [hGQ, abs_zero, zero_div] at hb
  exact sub_eq_zero.mp (abs_nonpos_iff.mp hb)
```

The symbol `∃!` is "there exists exactly one". Existence is the previous theorem with F = G and e = 0, where `h.1.continuous` supplies continuity from differentiability. For uniqueness, let Q be any transition pressure. Then G(Q) = 0, the residual bound reads |Q − P₀| ≤ 0/v = 0, and Q = P₀. In the code `hb` is that bound and the rewrite reduces its right side to zero.

## The window P₀ ± 2d/v

```lean
/-- If each enthalpy is perturbed continuously by at most `d`, the original transition
pressure `P₀` is unique, a perturbed transition pressure exists, and every perturbed
transition pressure lies within `2 d / v` of `P₀`. -/
theorem transition_stability (hv : 0 < v) (h : HasVolumeCollapse HA HB v)
    (cA : Continuous δA) (cB : Continuous δB)
    (bA : ∀ P, |δA P| ≤ d) (bB : ∀ P, |δB P| ≤ d) :
    ∃ P₀, IsTransition HA HB P₀ ∧ (∀ Q, IsTransition HA HB Q → Q = P₀) ∧
      (∃ P, IsTransition (perturbed HA δA) (perturbed HB δB) P) ∧
      ∀ P, IsTransition (perturbed HA δA) (perturbed HB δB) P → |P - P₀| ≤ 2 * d / v := by
  obtain ⟨P₀, h₀, huniq⟩ := existsUnique_transition hv h
  -- the two errors change the gap by at most `2 d`
  have hδ : ∀ P, |δB P - δA P| ≤ 2 * d := fun P => by
    have a := abs_le.mp (bA P)
    have b := abs_le.mp (bB P)
    exact abs_le.mpr ⟨by linarith [a.2, b.1], by linarith [a.1, b.2]⟩
  refine ⟨P₀, h₀, huniq, ?_, fun P hP => ?_⟩
  · obtain ⟨P, hP⟩ := exists_zero_of_close hv h
      (F := fun P => enthalpyGap HA HB P + (δB P - δA P)) (e := 2 * d)
      (h.1.continuous.add (cB.sub cA)) (fun P => by simpa using hδ P)
    refine ⟨P, ?_⟩
    simp only [enthalpyGap] at hP
    simp only [IsTransition, perturbed]
    linarith
  · -- at a perturbed transition the exact gap equals `δA - δB`
    have hG : enthalpyGap HA HB P = -(δB P - δA P) := by
      simp only [IsTransition, perturbed] at hP
      simp only [enthalpyGap]
      linarith
    have hb := residual_bound hv h h₀ P
    rw [hG, abs_neg] at hb
    exact hb.trans (div_le_div_of_nonneg_right (hδ P) hv.le)
```

This is the main theorem. The hypotheses `cA` and `cB` say that δ_A and δ_B are continuous, and `bA` and `bB` say that |δ_A(P)| ≤ d and |δ_B(P)| ≤ d at every P. The number d is a worst-case bound on the enthalpy error of each phase at all pressures, not a standard deviation, and d ≥ 0 follows from `bA` without being assumed. The conclusion gives a pressure P₀ with four properties: P₀ is a transition pressure; every transition pressure Q equals P₀; the perturbed enthalpies cross at some P; and every perturbed crossing P obeys

|P − P₀| ≤ 2d/v.

The perturbed crossing is not claimed to be unique. No slope condition is placed on the errors, and the bound applies to all crossings however many there are. For d = 0 the window shrinks to the point P₀.

For compressible phases a local version is the useful one. Suppose that P₀ is a crossing, and that the slope condition, the error bounds and the continuity of the errors hold on a pressure interval containing both P₀ − 2d/v and P₀ + 2d/v. Then the perturbed difference is non-negative at the first of these pressures and non-positive at the second, so a perturbed crossing exists between them, and every perturbed crossing in the interval lies within 2d/v of P₀. Crossings outside the interval are not excluded. This version follows from the mean value and intermediate value theorems in the same way, but it is not among the theorems proved here.

By hand, −d ≤ δ_A, δ_B ≤ d gives |δ_B − δ_A| ≤ 2d, which is `hδ`. The function F = G + (δ_B − δ_A) is continuous and within 2d of G, so it has a zero by the existence theorem with e = 2d, and F(P) = 0 rearranges to H_A(P) + δ_A(P) = H_B(P) + δ_B(P). At any such P,

G(P) = −(δ_B(P) − δ_A(P)),

which is `hG`, so the residual bound gives

|P − P₀| ≤ |δ_B(P) − δ_A(P)| / v ≤ 2d/v.

The `refine` line supplies P₀ and its first two properties and leaves two goals, written `?_`, one for each bulleted block. The tactic `simp only` unfolds the definitions so that `linarith` can rearrange the equation, and `hb.trans` chains the last two inequalities. Continuity of the errors enters in the first block only. With a discontinuous error, such as δ_B = d > 0 for P ≤ 0 and δ_B = −d for P > 0 added to G(P) = −vP with δ_A = 0, the perturbed difference jumps over zero.

```lean
/-- If at a perturbed transition pressure `P` the error of phase `B` is at least that of
phase `A`, then `P` is not below the original transition pressure. -/
theorem shift_direction (hv : 0 < v) (h : HasVolumeCollapse HA HB v) {P₀ P : ℝ}
    (h₀ : IsTransition HA HB P₀) (hP : IsTransition (perturbed HA δA) (perturbed HB δB) P)
    (hδ : δA P ≤ δB P) : P₀ ≤ P := by
  by_contra hlt
  have hlt' : P < P₀ := not_le.mp hlt
  have h1 := gap_drop h hlt'.le
  have h2 := mul_pos hv (sub_pos.mpr hlt')
  simp only [IsTransition, perturbed, enthalpyGap] at h₀ hP h1
  linarith
```

If P is a perturbed crossing and δ_A(P) ≤ δ_B(P), then P₀ ≤ P: an error that disfavours the denser phase B at the perturbed crossing cannot place that crossing below P₀. Neither continuity nor a bound d is assumed. Suppose P < P₀. The slope inequality gives G(P) ≥ v(P₀ − P) > 0, whereas the crossing condition gives G(P) = δ_A(P) − δ_B(P) ≤ 0, a contradiction. The tactic `by_contra` introduces the supposition, `h1` and `h2` are the two steps of the first chain, and `linarith` derives the contradiction.

```lean
/-- With errors of at most `d`, the perturbed enthalpy of `B` is the lower one above
`P₀ + 2 d / v`, and that of `A` is the lower one below `P₀ - 2 d / v`. -/
theorem stable_phase_outside_window (hv : 0 < v) (h : HasVolumeCollapse HA HB v)
    (bA : ∀ P, |δA P| ≤ d) (bB : ∀ P, |δB P| ≤ d) {P₀ : ℝ} (h₀ : IsTransition HA HB P₀)
    (P : ℝ) :
    (P₀ + 2 * d / v < P → perturbed HB δB P < perturbed HA δA P) ∧
      (P < P₀ - 2 * d / v → perturbed HA δA P < perturbed HB δB P) := by
  have a := abs_le.mp (bA P)
  have b := abs_le.mp (bB P)
  have hd : 0 ≤ d := (abs_nonneg _).trans (bA P)
  have hw : 0 ≤ 2 * d / v := by positivity
  constructor
  · intro hP
    have h1 := gap_drop h (show P₀ ≤ P by linarith)
    have h2 : 2 * d < (P - P₀) * v := (div_lt_iff₀ hv).mp (by linarith)
    simp only [IsTransition, perturbed, enthalpyGap] at h₀ h1 ⊢
    linarith [a.1, b.2]
  · intro hP
    have h1 := gap_drop h (show P ≤ P₀ by linarith)
    have h2 : 2 * d < (P₀ - P) * v := (div_lt_iff₀ hv).mp (by linarith)
    simp only [IsTransition, perturbed, enthalpyGap] at h₀ h1 ⊢
    linarith [a.2, b.1]
```

The arrow `→` between statements is implication. For errors bounded by d, continuous or not, the perturbed enthalpy of B is strictly the lower one at every P > P₀ + 2d/v, and that of A at every P < P₀ − 2d/v. By hand, above the window v(P − P₀) > 2d, so G(P) ≤ −v(P − P₀) < −2d and

G(P) + δ_B(P) − δ_A(P) < −2d + 2d = 0.

Below the window v(P₀ − P) > 2d, so G(P) ≥ v(P₀ − P) > 2d and

G(P) + δ_B(P) − δ_A(P) > 2d − 2d = 0.

The tactic `constructor` separates the two claims. The statement `hw`, that 2d/v ≥ 0, places P on the correct side of P₀ for `gap_drop`, and `h2` is the window condition multiplied by v. Nothing is said about the order of the perturbed enthalpies inside the window.

## Linear enthalpies reach the bound

```lean
/-- For linear enthalpies `H_A = V P`, `H_B = (V - v) P` the transition is at zero pressure,
and constant errors `-d` on `A` and `d` on `B` move it to exactly `2 d / v`. -/
theorem bound_sharp (V d : ℝ) (hv : 0 < v) :
    HasVolumeCollapse (fun P => V * P) (fun P => (V - v) * P) v ∧
      IsTransition (fun P => V * P) (fun P => (V - v) * P) 0 ∧
      ∀ P, IsTransition (perturbed (fun P => V * P) (fun _ => -d))
        (perturbed (fun P => (V - v) * P) (fun _ => d)) P ↔ P = 2 * d / v := by
  have hG : enthalpyGap (fun P => V * P) (fun P => (V - v) * P) = fun P => -v * P := by
    funext P
    simp only [enthalpyGap]
    ring
  have hD : ∀ P : ℝ, HasDerivAt (fun P : ℝ => -v * P) (-v * 1) P :=
    fun P => (hasDerivAt_id' P).const_mul (-v)
  refine ⟨⟨?_, fun P => ?_⟩, by simp [IsTransition], fun P => ?_⟩
  · rw [hG]
    exact fun P => (hD P).differentiableAt
  · rw [hG, (hD P).deriv]
    linarith
  · rw [eq_div_iff hv.ne']
    simp only [IsTransition, perturbed]
    constructor <;> intro hP <;> linarith

end TransitionPressureStability
```

The notation `fun P => V * P` is the function P ↦ VP, and `fun _ => d` is the constant d. Take two incompressible phases with volumes V and V − v, for any real V (both volumes are positive, and the example physically admissible, only when V > v), so that H_A = VP and H_B = (V − v)P. The theorem states that the volume-collapse condition holds, that 0 is a transition pressure, and that with δ_A = −d and δ_B = d a pressure P is a perturbed crossing if and only if (`↔`) P = 2d/v.

By hand, G(P) = (V − v)P − VP = −vP, so G′ = −v everywhere and G(0) = 0. The perturbed crossing condition is

VP − d = (V − v)P + d,

which is vP = 2d. In the code `hG` is the formula for G, closed by the algebra tactic `ring`, `hD` is its derivative, and `eq_div_iff` turns P = 2d/v into Pv = 2d, after which `linarith` proves both directions. Here d may be any real number. For d ≥ 0 the constant errors have size exactly d and the shift equals 2d/v, so the factor 2 in the main theorem is attained.

```lean
#print axioms TransitionPressureStability.transition_stability
#print axioms TransitionPressureStability.shift_direction
#print axioms TransitionPressureStability.stable_phase_outside_window
#print axioms TransitionPressureStability.bound_sharp
```

```
'TransitionPressureStability.transition_stability' depends on axioms: [propext, Classical.choice, Quot.sound]
'TransitionPressureStability.shift_direction' depends on axioms: [propext, Classical.choice, Quot.sound]
'TransitionPressureStability.stable_phase_outside_window' depends on axioms: [propext, Classical.choice, Quot.sound]
'TransitionPressureStability.bound_sharp' depends on axioms: [propext, Classical.choice, Quot.sound]
```
